# Contact limits of the Yukawa and Uehling potentials for bounded continuous radial densities

Let $R(r)$ be the normalised nonrelativistic radial wave function of an electron bound to a point nucleus, and let $f=R^2$. To first order, a weak central potential $V$ shifts the energy by $\int_0^\infty r^2V(r)f(r)\,dr$. If the range of $V$ is much shorter than the size of the orbit, one expects the part of the shift proportional to the square of the range to depend on $f$ only through $f(0)$. The results below establish this as a limit for the Yukawa shape $e^{-\kappa r}/r$ and for the Uehling potential of one-loop vacuum polarization.

```lean
import Mathlib

open MeasureTheory Set Filter Topology

namespace UehlingContact

noncomputable section
```

The two hydrogen densities are normalised by $\int_0^\infty r^2f\,dr=1$, with $r$ in Bohr radii. Here "density" means $R^2$, without the factor $r^2$; for an S state it is $4\pi|\psi|^2$.

```lean
/-- Squared radial wave function `R²` of the hydrogen 2S state, with the radius in Bohr radii. -/
def density2S (r : ℝ) : ℝ := (1 - r / 2) ^ 2 * Real.exp (-r) / 2

/-- Squared radial wave function `R²` of the hydrogen 2P state, with the radius in Bohr radii. -/
def density2P (r : ℝ) : ℝ := r ^ 2 * Real.exp (-r) / 24
```

For the Uehling potential, $\hbar=c=1$, $Z$ is the nuclear charge number, $\alpha$ the fine-structure constant and $m$ the mass of the loop particle. A virtual pair of mass $2mu$, with $u\ge1$, contributes a Yukawa exponential with weight $w(u)$, which is `uehlingWeight`:

$$w(u)=\Bigl(1+\frac1{2u^2}\Bigr)\frac{\sqrt{u^2-1}}{u^2}.$$

```lean
/-- Spectral weight of one-loop vacuum polarization, for `u ≥ 1`, where `2 m u` is the
mass of the virtual pair. -/
def uehlingWeight (u : ℝ) : ℝ := (1 + 1 / (2 * u ^ 2)) * √(u ^ 2 - 1) / u ^ 2
```

The superposition is $W_U(x)=\int_1^\infty e^{-2xu}w(u)\,du$, and the potential is $V(r)=-\frac{2Z\alpha^2}{3\pi r}W_U(mr)$. This spectral form is taken as the definition; it is not derived from the loop diagram.

```lean
/-- The Uehling screening function at `x = m r > 0`: a superposition of Yukawa
exponentials over the pair masses. -/
def uehlingScreening (x : ℝ) : ℝ :=
  ∫ u in Ioi (1 : ℝ), Real.exp (-(2 * x * u)) * uehlingWeight u

/-- The Uehling potential energy at distance `r > 0` from a nucleus of charge `Z`, for a
loop particle of mass `m > 0`, in units with `ħ = c = 1`. -/
def uehlingPotential (Z α m r : ℝ) : ℝ :=
  -(2 * α * (Z * α) / (3 * Real.pi * r)) * uehlingScreening (m * r)
```

## A shrinking kernel sees only the origin

Take a potential $W(\kappa r)/r$ of range $1/\kappa$. Substituting $s=\kappa r$ gives

$$\kappa^2\int_0^\infty rW(\kappa r)f(r)\,dr=\int_0^\infty sW(s)\,f(s/\kappa)\,ds .$$

For each $s$, $f(s/\kappa)\to f(0)$ as $\kappa\to\infty$. If $|f|\le M$, the integrand is bounded by $M|sW(s)|$, and dominated convergence gives the limit $f(0)\int_0^\infty sW(s)\,ds$.

In the theorem, `Ioi 0` is $(0,\infty)$, `Ici 0` is $[0,\infty)$, and `Tendsto … atTop` is the limit $\kappa\to\infty$. The letter `M` is a bound, not a mass. Normalisation and positivity of $f$ are not required. The step `key` is the substitution, and the four goals after the dominated-convergence lemma are measurability, the bound, its integrability and the pointwise limit.

```lean
/-- If `s W(s)` is integrable on `(0, ∞)` and `f` is bounded and continuous on `[0, ∞)`, then `κ²`
times the integral of `r² (W (κ r) / r) f(r)` over `r > 0` tends, as `κ → ∞`, to the integral of
`s W(s)` times `f 0`. -/
theorem contact_limit_kernel {W f : ℝ → ℝ} {M : ℝ}
    (hW : IntegrableOn (fun s => s * W s) (Ioi 0))
    (hf : ContinuousOn f (Ici 0)) (hM : ∀ r, 0 ≤ r → |f r| ≤ M) :
    Tendsto (fun κ : ℝ => κ ^ 2 * ∫ r in Ioi (0 : ℝ), r * W (κ * r) * f r) atTop
      (𝓝 ((∫ s in Ioi (0 : ℝ), s * W s) * f 0)) := by
  -- measure the radius in units of the range: s = κ r
  have key : ∀ κ : ℝ, 0 < κ → κ ^ 2 * ∫ r in Ioi (0 : ℝ), r * W (κ * r) * f r
      = ∫ s in Ioi (0 : ℝ), s * W s * f (s / κ) := by
    intro κ hκ
    have h := integral_comp_mul_left_Ioi (fun s => s * W s * f (s / κ)) 0 hκ
    simp only [mul_zero, smul_eq_mul] at h
    have h2 : ∫ r in Ioi (0 : ℝ), κ * r * W (κ * r) * f (κ * r / κ)
        = κ * ∫ r in Ioi (0 : ℝ), r * W (κ * r) * f r := by
      rw [← integral_const_mul]
      congr 1
      funext r
      rw [mul_div_cancel_left₀ _ hκ.ne']
      ring
    rw [h2] at h
    rw [pow_two, mul_assoc, h, mul_inv_cancel_left₀ hκ.ne']
  refine Tendsto.congr' (f₁ := fun κ : ℝ => ∫ s in Ioi (0 : ℝ), s * W s * f (s / κ)) ?_ ?_
  · filter_upwards [eventually_gt_atTop (0 : ℝ)] with κ hκ using (key κ hκ).symm
  -- dominated convergence, with bound |s W(s)| M
  rw [← integral_mul_const]
  refine tendsto_integral_filter_of_dominated_convergence (fun s => |s * W s| * M) ?_ ?_ ?_ ?_
  · filter_upwards [eventually_gt_atTop (0 : ℝ)] with κ hκ
    refine (Integrable.aestronglyMeasurable hW).mul
      (ContinuousOn.aestronglyMeasurable ?_ measurableSet_Ioi)
    exact hf.comp (continuous_id.div_const κ).continuousOn
      (fun s hs => div_nonneg (mem_Ioi.mp hs).le hκ.le)
  · filter_upwards [eventually_gt_atTop (0 : ℝ)] with κ hκ
    filter_upwards [ae_restrict_mem measurableSet_Ioi] with s hs
    rw [norm_mul, Real.norm_eq_abs, Real.norm_eq_abs]
    exact mul_le_mul_of_nonneg_left (hM _ (div_nonneg (mem_Ioi.mp hs).le hκ.le)) (abs_nonneg _)
  · exact (Integrable.abs hW).mul_const M
  · filter_upwards [ae_restrict_mem measurableSet_Ioi] with s hs
    have h0 : Tendsto (fun κ : ℝ => s / κ) atTop (𝓝[Ici 0] 0) := by
      refine tendsto_nhdsWithin_iff.mpr ⟨tendsto_const_nhds.div_atTop tendsto_id, ?_⟩
      filter_upwards [eventually_gt_atTop (0 : ℝ)] with κ hκ
      exact div_nonneg (mem_Ioi.mp hs).le hκ.le
    exact ((hf 0 self_mem_Ici).tendsto.comp h0).const_mul _
```

## Integrability of $sW(s)$: finite strength

The hypothesis `hW` says that the interaction has a finite volume integral, since $\int r^2\,W(r)/r\,dr=\int rW(r)\,dr$. By hand and in Lean it makes the dominating function integrable.

Without any decay of $W$ the result can fail. For the Coulomb shape $W=1$ and the 2S density, the rescaled energy is $\kappa^2\int_0^\infty rf\,dr=\kappa^2/4$, which diverges.

## Continuity: a definite density at the nucleus

The hypothesis `hf` gives the pointwise limit $f(s/\kappa)\to f(0)$, the last goal of the proof. Continuity away from the origin serves only for measurability, in the first goal.

Without continuity at the origin, take $f(0)=1$ and $f(r)=0$ for $r>0$. With the Yukawa kernel every integral vanishes, while the claimed limit would be 1.

## Boundedness: control of the tail

The hypothesis `hM` holds for the bound-state densities used here. It supplies the factor $M$ in the dominating function.

Some restriction on growth is needed: for $f(r)=e^{r^2}$ the Yukawa integral diverges at every $\kappa$. Boundedness itself is more than the Yukawa case requires, since $f(r)=1+r$ gives $1+2/\kappa\to1$.

## A positive decay constant: the Yukawa case

For $c>0$, integration by parts gives

$$\int_0^\infty se^{-cs}\,ds=\frac1c\int_0^\infty e^{-cs}\,ds=\frac1{c^2}.$$

Physically, $c>0$ means that the exchanged mass is positive; for $c\le0$ the integral diverges. Lean takes the value from the Gamma integral. Integrability follows by contradiction, because Lean assigns the integral of a non-integrable function the value 0, and $1/c^2$ is positive.

```lean
/-- For `c > 0` the first moment of the exponential `exp (-c s)` converges and is `1 / c²`. -/
theorem yukawa_moment {c : ℝ} (hc : 0 < c) :
    IntegrableOn (fun s => s * Real.exp (-(c * s))) (Ioi 0) ∧
      ∫ s in Ioi (0 : ℝ), s * Real.exp (-(c * s)) = 1 / c ^ 2 := by
  have h := Real.integral_rpow_mul_exp_neg_mul_Ioi (a := 2) (r := c) two_pos hc
  have e : (2 : ℝ) - 1 = 1 := by norm_num
  simp only [e, Real.rpow_one, Real.Gamma_two, mul_one, Real.rpow_two, one_div_pow] at h
  refine ⟨?_, h⟩
  by_contra hn
  rw [integral_undef hn] at h
  have : 0 < 1 / c ^ 2 := by positivity
  linarith
```

With $W(s)=e^{-s}$ the moment is 1, so the rescaled Yukawa energy tends to $f(0)$.

```lean
/-- Contact limit of the Yukawa interaction: for a density bounded and continuous on
`[0, ∞)`, the rescaled Yukawa energy tends to the density at the origin. -/
theorem yukawa_contact_limit {f : ℝ → ℝ} {M : ℝ}
    (hf : ContinuousOn f (Ici 0)) (hM : ∀ r, 0 ≤ r → |f r| ≤ M) :
    Tendsto (fun κ : ℝ => κ ^ 2 * ∫ r in Ioi (0 : ℝ), r * Real.exp (-(κ * r)) * f r) atTop
      (𝓝 (f 0)) := by
  have m := yukawa_moment one_pos
  simp only [one_mul, one_pow, div_one] at m
  have h := contact_limit_kernel (W := fun s => Real.exp (-s)) m.1 hf hM
  rwa [m.2, one_mul] at h
```

For the two hydrogen states only boundedness needs an argument. For $r\ge0$, $e^r\ge1+r+r^2/2$. This exceeds or equals $(1-r/2)^2=1-r+r^2/4$, so the 2S density is at most $1/2$. It also gives $r^2\le2e^r$, so the 2P density is at most $1/12$. The proofs use the looser bound 1, and evaluation at $r=0$ gives the limits $1/2$ and $0$.

```lean
/-- In the contact limit the rescaled Yukawa energy of the 2S density tends to `1/2`. -/
theorem yukawa_contact_2S :
    Tendsto (fun κ : ℝ => κ ^ 2 * ∫ r in Ioi (0 : ℝ), r * Real.exp (-(κ * r)) * density2S r)
      atTop (𝓝 (1 / 2)) := by
  have h := yukawa_contact_limit (f := density2S) (M := 1)
    (by unfold density2S; fun_prop) (fun r hr => by
      have h1 := Real.quadratic_le_exp_of_nonneg hr
      have h2 : Real.exp r * Real.exp (-r) = 1 := by rw [← Real.exp_add]; simp
      have h3 := mul_le_mul_of_nonneg_right
        (show (1 - r / 2) ^ 2 ≤ Real.exp r by nlinarith) (Real.exp_pos (-r)).le
      unfold density2S
      rw [abs_of_nonneg (by positivity)]
      linarith)
  simpa [density2S] using h

/-- In the contact limit the rescaled Yukawa energy of the 2P density tends to zero. -/
theorem yukawa_contact_2P :
    Tendsto (fun κ : ℝ => κ ^ 2 * ∫ r in Ioi (0 : ℝ), r * Real.exp (-(κ * r)) * density2P r)
      atTop (𝓝 0) := by
  have h := yukawa_contact_limit (f := density2P) (M := 1)
    (by unfold density2P; fun_prop) (fun r hr => by
      have h1 := Real.quadratic_le_exp_of_nonneg hr
      have h2 : Real.exp r * Real.exp (-r) = 1 := by rw [← Real.exp_add]; simp
      have h3 := mul_le_mul_of_nonneg_right
        (show r ^ 2 ≤ 2 * Real.exp r by nlinarith) (Real.exp_pos (-r)).le
      unfold density2P
      rw [abs_of_nonneg (by positivity)]
      linarith)
  simpa [density2P] using h
```

## Finite strength of the Uehling kernel, derived

For the Uehling kernel, integrability is proved. The spectral moment needed is that of

$$\frac{w(u)}{4u^2}=\frac{(2u^2+1)\sqrt{u^2-1}}{8u^6}.$$

An antiderivative is $G(u)=(u^2-1)^{3/2}(4u^2+1)/(40u^5)$. With $q=\sqrt{u^2-1}$,

$$G'(u)=\frac{q}{40u^6}\bigl[3u^2(4u^2+1)+8u^2(u^2-1)-5(u^2-1)(4u^2+1)\bigr]=\frac{q\,(10u^2+5)}{40u^6},$$

which is the integrand. Since $G(1)=0$ and $G(u)\to4/40$, the integral is $1/10$. In Lean, `hderiv` is this differentiation and `hlim` is the limit at infinity, found by setting $v=1/u$. The sign condition `hnn` lets the same limit establish integrability.

```lean
/-- The vacuum-polarization weight divided by the squared pair mass (in units of `m`)
is integrable over `u > 1`, with integral `1/10`. -/
theorem uehlingWeight_moment :
    IntegrableOn (fun u => uehlingWeight u / (4 * u ^ 2)) (Ioi 1) ∧
      ∫ u in Ioi (1 : ℝ), uehlingWeight u / (4 * u ^ 2) = 1 / 10 := by
  -- an explicit antiderivative
  let G : ℝ → ℝ := fun u => √(u ^ 2 - 1) ^ 3 * (4 * u ^ 2 + 1) / (40 * u ^ 5)
  have hcont : ContinuousWithinAt G (Ici 1) 1 :=
    (ContinuousAt.div (by fun_prop) (by fun_prop) (by norm_num)).continuousWithinAt
  have hderiv : ∀ u ∈ Ioi (1 : ℝ), HasDerivAt G (uehlingWeight u / (4 * u ^ 2)) u := by
    intro u hu
    have hu1 : 1 < u := hu
    have hu0 : u ≠ 0 := by linarith
    have hpos : 0 < u ^ 2 - 1 := by nlinarith
    have h1 : HasDerivAt (fun y : ℝ => y ^ 2 - 1) (2 * u) u :=
      ((hasDerivAt_pow 2 u).sub_const 1).congr_deriv (by push_cast; ring)
    have h2 : HasDerivAt (fun y : ℝ => 4 * y ^ 2 + 1) (8 * u) u :=
      (((hasDerivAt_pow 2 u).const_mul 4).add_const 1).congr_deriv (by push_cast; ring)
    have h3 : HasDerivAt (fun y : ℝ => 40 * y ^ 5) (200 * u ^ 4) u :=
      ((hasDerivAt_pow 5 u).const_mul 40).congr_deriv (by push_cast; ring)
    refine ((((h1.sqrt hpos.ne').fun_pow 3).fun_mul h2).fun_div h3
      (by positivity)).congr_deriv ?_
    have hs : √(u ^ 2 - 1) ^ 2 = u ^ 2 - 1 := Real.sq_sqrt hpos.le
    have hq : √(u ^ 2 - 1) ≠ 0 := (Real.sqrt_pos.mpr hpos).ne'
    unfold uehlingWeight
    generalize √(u ^ 2 - 1) = q at hs hq ⊢
    simp only [Nat.cast_ofNat, Nat.reduceSub]
    linear_combination (norm := (field_simp; ring))
      (-(12 * u ^ 2 + 5) * q / (40 * u ^ 6)) * hs
  have hnn : ∀ u ∈ Ioi (1 : ℝ), 0 ≤ uehlingWeight u / (4 * u ^ 2) := by
    intro u _
    unfold uehlingWeight
    positivity
  have hlim : Tendsto G atTop (𝓝 (1 / 10)) := by
    have hc : Continuous (fun v : ℝ => √(1 - v ^ 2) ^ 3 * (4 + v ^ 2) / 40) := by fun_prop
    have h := (hc.tendsto 0).comp (tendsto_inv_atTop_zero (𝕜 := ℝ))
    have e : √(1 - (0 : ℝ) ^ 2) ^ 3 * (4 + 0 ^ 2) / 40 = 1 / 10 := by norm_num
    rw [e] at h
    refine h.congr' ?_
    filter_upwards [eventually_gt_atTop (0 : ℝ)] with u hu
    have hr : √(u ^ 2 - 1) = u * √(1 - u⁻¹ ^ 2) := by
      rw [show u ^ 2 - 1 = u ^ 2 * (1 - u⁻¹ ^ 2) by field_simp,
        Real.sqrt_mul (sq_nonneg u), Real.sqrt_sq hu.le]
    simp only [Function.comp_apply, G]
    rw [hr]
    generalize √(1 - u⁻¹ ^ 2) = p
    field_simp
  refine ⟨integrableOn_Ioi_deriv_of_nonneg hcont hderiv hnn hlim, ?_⟩
  rw [integral_Ioi_of_hasDerivAt_of_nonneg hcont hderiv hnn hlim]
  simp [G]
```

Exchanging the two integrals and using the Yukawa moment with $c=2u$ gives

$$\int_0^\infty sW_U(s)\,ds=\int_1^\infty w(u)\int_0^\infty se^{-2us}\,ds\,du=\int_1^\infty\frac{w(u)}{4u^2}\,du=\frac1{10}.$$

The exchange is allowed because the integrand is nonnegative and its iterated integral is finite. In the proof, `inner` evaluates the radial integral and `hF` establishes integrability in both variables together.

```lean
/-- The first moment of the Uehling screening function converges and is `1/10`. -/
theorem uehlingScreening_moment :
    IntegrableOn (fun s => s * uehlingScreening s) (Ioi 0) ∧
      ∫ s in Ioi (0 : ℝ), s * uehlingScreening s = 1 / 10 := by
  let F : ℝ → ℝ → ℝ := fun s u => s * (Real.exp (-(2 * s * u)) * uehlingWeight u)
  have hw : ∀ u, 0 ≤ uehlingWeight u := fun u => by unfold uehlingWeight; positivity
  have hFe : ∀ u, (fun s => F s u)
      = fun s => s * Real.exp (-(2 * u * s)) * uehlingWeight u := by
    intro u
    funext s
    simp only [F]
    rw [show 2 * s * u = 2 * u * s by ring]
    ring
  have inner : ∀ u ∈ Ioi (1 : ℝ),
      ∫ s in Ioi (0 : ℝ), F s u = uehlingWeight u / (4 * u ^ 2) := by
    intro u hu
    have hu1 : 1 < u := hu
    rw [hFe u, integral_mul_const, (yukawa_moment (by linarith : 0 < 2 * u)).2]
    ring
  have hmeas : Measurable (Function.uncurry F) := by
    have : Measurable uehlingWeight := by unfold uehlingWeight; fun_prop
    simp only [F, Function.uncurry_def]
    fun_prop
  have hF : Integrable (Function.uncurry F)
      ((volume.restrict (Ioi (0 : ℝ))).prod (volume.restrict (Ioi (1 : ℝ)))) := by
    refine (integrable_prod_iff' hmeas.aestronglyMeasurable).mpr ⟨?_, ?_⟩
    · filter_upwards [ae_restrict_mem measurableSet_Ioi] with u hu
      have hu1 : 1 < u := hu
      change Integrable (fun s => F s u) _
      rw [hFe u]
      exact Integrable.mul_const (yukawa_moment (by linarith : 0 < 2 * u)).1 _
    · refine Integrable.congr uehlingWeight_moment.1 ?_
      filter_upwards [ae_restrict_mem measurableSet_Ioi] with u hu
      rw [← inner u hu]
      refine setIntegral_congr_fun measurableSet_Ioi fun s hs => ?_
      exact (Real.norm_of_nonneg (mul_nonneg (mem_Ioi.mp hs).le
        (mul_nonneg (Real.exp_pos _).le (hw u)))).symm
  have hS : (fun s => s * uehlingScreening s) = fun s => ∫ u in Ioi (1 : ℝ), F s u := by
    funext s
    simp only [F, uehlingScreening]
    rw [integral_const_mul]
  rw [hS]
  refine ⟨hF.integral_prod_left, ?_⟩
  -- exchange the radial and the spectral integral
  rw [integral_integral_swap hF, setIntegral_congr_fun measurableSet_Ioi inner]
  exact uehlingWeight_moment.2
```

## A loop mass that grows at fixed density

The last condition is the limit itself: $m\to\infty$ while $f$, $Z$ and $\alpha$ stay fixed. Physically, the Compton wavelength of the loop particle shrinks relative to the orbit. One factor of $r$ cancels against the potential, so

$$m^2\int_0^\infty r^2Vf\,dr=-\frac{2Z\alpha^2}{3\pi}\,m^2\int_0^\infty rW_U(mr)f\,dr\;\longrightarrow\;-\frac{2Z\alpha^2}{3\pi}\cdot\frac{f(0)}{10}=-\frac{Z\alpha^2}{15\pi}f(0).$$

The proof multiplies the kernel theorem by the constant prefactor, then uses $r\ne0$ for the cancellation. $Z$ and $\alpha$ may be any real numbers.

```lean
/-- Contact limit of the Uehling potential: for a radial density bounded and continuous on
`[0, ∞)`, `m²` times the first-order energy shift tends to `-Z α² / (15 π)` times the
density at the origin as the loop mass `m` grows. -/
theorem uehling_contact_limit (Z α : ℝ) {f : ℝ → ℝ} {M : ℝ}
    (hf : ContinuousOn f (Ici 0)) (hM : ∀ r, 0 ≤ r → |f r| ≤ M) :
    Tendsto (fun m : ℝ => m ^ 2 * ∫ r in Ioi (0 : ℝ), r ^ 2 * uehlingPotential Z α m r * f r)
      atTop (𝓝 (-(Z * α ^ 2 / (15 * Real.pi)) * f 0)) := by
  have h := (contact_limit_kernel uehlingScreening_moment.1 hf hM).const_mul
    (-(2 * α * (Z * α) / (3 * Real.pi)))
  rw [uehlingScreening_moment.2, show -(2 * α * (Z * α) / (3 * Real.pi)) * (1 / 10 * f 0)
    = -(Z * α ^ 2 / (15 * Real.pi)) * f 0 by ring] at h
  refine h.congr fun m => ?_
  rw [mul_left_comm, ← integral_const_mul]
  congr 1
  refine setIntegral_congr_fun measurableSet_Ioi fun r hr => ?_
  have hr0 : r ≠ 0 := (mem_Ioi.mp hr).ne'
  simp only [uehlingPotential]
  generalize uehlingScreening (m * r) = w
  field_simp

end

end UehlingContact
```

At finite range the density away from the origin still contributes. The rescaled Yukawa energy of the 2P state, for example, is $\kappa^2/\bigl(4(\kappa+1)^4\bigr)$, which is positive for every $\kappa>0$.

Within nonrelativistic first-order perturbation theory for a point nucleus, the Uehling limit is the contact term by which vacuum polarization lowers S levels in the Lamb shift. Applying it to a real atom means using the limiting value at the actual loop mass. In hydrogen with an electron loop, $m$ is about $1/\alpha$ in inverse Bohr radii, which is large but finite, and the theorem gives no error estimate there.

```lean
#print axioms UehlingContact.yukawa_contact_2S
#print axioms UehlingContact.yukawa_contact_2P
#print axioms UehlingContact.uehling_contact_limit
```

```
'UehlingContact.yukawa_contact_2S' depends on axioms: [propext, Classical.choice, Quot.sound]
'UehlingContact.yukawa_contact_2P' depends on axioms: [propext, Classical.choice, Quot.sound]
'UehlingContact.uehling_contact_limit' depends on axioms: [propext, Classical.choice, Quot.sound]
```
